# The FLL–AMF mixing weight at which the +U correction of a partially filled spin channel vanishes

In the simplified form of DFT+U, where the interaction enters only through $U-J$, two common double-counting recipes can shift the energy of the same shell in opposite directions. When $U>J$, the fully localized limit (FLL) never lowers the energy and around mean field (AMF) never raises it. If the two are mixed with an arbitrary weight, the sign and size of the remaining shift can depend on that choice. For $U\ne J$ and a single spin channel of the shell that is partially filled, exactly one weight makes the shift of that channel zero.

## Cancelling the two corrections

Let $n$ be the real symmetric occupation matrix of one spin channel with $D\ge 1$ orbitals, and let $b=\mathrm{Tr}(n)/D$ be its mean occupation. The Pauli principle puts the eigenvalues of $n$ in $[0,1]$, so $n$ and $1-n$ are positive semidefinite. From here on, "shell" means this single spin channel, and partial filling means $0<b<1$. The parameters $U$ and $J$ stand for the screened on-site Coulomb repulsion and exchange, and $U\ne J$ is assumed. In $n-b$, the number $b$ means $b$ times the identity.

Write $V=\mathrm{Tr}((n-b)^2)$, $F=\mathrm{Tr}(n-n^2)$ and $K=Db(1-b)$. Since $\mathrm{Tr}\,n=Db$,

$$V=\mathrm{Tr}(n^2)-2b\,\mathrm{Tr}\,n+Db^2=\mathrm{Tr}(n^2)-Db^2,\qquad F=Db-\mathrm{Tr}(n^2),$$

and therefore $F+V=K$. With weight $a$ on FLL, the mixed correction is

$$E(a)=\frac{U-J}{2}\bigl[aF-(1-a)V\bigr]=\frac{U-J}{2}\,(aK-V).$$

Because $K>0$ and $U\neq J$, the only root is $a=V/K$.

For symmetric $n$, $V$ is the sum of the squared entries of $n-b$. Hence $a\ge0$, with equality exactly when $n=b\cdot 1$. For the upper bound, $1-a=F/K$, and

$$n-n^2=n(1-n)n+(1-n)n(1-n)$$

is a sum of two positive semidefinite matrices. So $F\ge0$ and $a\le1$. A positive semidefinite matrix with zero trace is zero, so $a=1$ exactly when $n^2=n$.

A product of two positive semidefinite matrices need not even be symmetric, so the product form $n(1-n)$ does not by itself show that $n-n^2$ is positive semidefinite. The identity above shows it directly.

For occupations $1$ and $1/2$, $b=3/4$, $V=1/16+1/16=1/8$ and $K=3/8$, so $a=1/3$. The weighted FLL and AMF terms are then $+(U-J)/24$ and $-(U-J)/24$.

## Occupations and energies in Lean

The orbitals are labelled by a finite type `ι`, and $D$ is `Fintype.card ι`.

```lean
import Mathlib

open Matrix

namespace DoubleCountingInterpolation

noncomputable section

variable {ι : Type*} [Fintype ι] [DecidableEq ι]
```

The mean occupation is the trace divided by $D$.

```lean
/-- The mean occupation `b = Tr n / D` of a shell with `D ≥ 1` orbitals. -/
def meanOcc (n : Matrix ι ι ℝ) : ℝ := n.trace / (Fintype.card ι : ℝ)
```

The deviation subtracts $b$ on the diagonal only.

```lean
/-- The deviation `n - b` of the occupation matrix from its mean. -/
def deviation (n : Matrix ι ι ℝ) : Matrix ι ι ℝ := n - meanOcc n • (1 : Matrix ι ι ℝ)
```

The two corrections follow, with the minus sign of AMF included in its definition.

```lean
/-- The fully localized limit (FLL) correction `((U - J)/2) Tr(n - n²)`. -/
def fllEnergy (U J : ℝ) (n : Matrix ι ι ℝ) : ℝ := (U - J) / 2 * (n - n * n).trace

/-- The around mean field (AMF) correction `-((U - J)/2) Tr((n - b)²)`. -/
def amfEnergy (U J : ℝ) (n : Matrix ι ι ℝ) : ℝ :=
  -((U - J) / 2) * (deviation n * deviation n).trace
```

In their mixture, `a` multiplies FLL.

```lean
/-- The interpolated correction, with weight `a` on FLL and `1 - a` on AMF. -/
def mixedEnergy (U J a : ℝ) (n : Matrix ι ι ℝ) : ℝ :=
  a * fllEnergy U J n + (1 - a) * amfEnergy U J n
```

The candidate root $V/K$ is defined separately, before anything is proved about it.

```lean
/-- The mixing parameter `Tr((n - b)²) / (D b (1 - b))`, meant for a partially filled shell,
`0 < b < 1`. -/
def mixing (n : Matrix ι ι ℝ) : ℝ :=
  (deviation n * deviation n).trace / (Fintype.card ι * meanOcc n * (1 - meanOcc n))
```

## The root and its bounds

The affine form of $E(a)$ holds for every real square matrix of nonzero size. In the proof, `hT` is $\mathrm{Tr}\,n=Db$, `hdev` expands $V$, and `ring` collects the terms.

```lean
/-- The interpolated correction is an affine function of the weight `a`, with slope
`((U - J)/2) D b (1 - b)`. -/
theorem mixedEnergy_affine [Nonempty ι] (U J a : ℝ) (n : Matrix ι ι ℝ) :
    mixedEnergy U J a n = (U - J) / 2 *
      (a * (Fintype.card ι * meanOcc n * (1 - meanOcc n))
        - (deviation n * deviation n).trace) := by
  have hD : (Fintype.card ι : ℝ) ≠ 0 := Nat.cast_ne_zero.mpr Fintype.card_ne_zero
  have hT : n.trace = Fintype.card ι * meanOcc n := by
    unfold meanOcc
    field_simp
  -- expand the square of the deviation under the trace
  have hdev : (deviation n * deviation n).trace
      = (n * n).trace - 2 * meanOcc n * n.trace + meanOcc n ^ 2 * Fintype.card ι := by
    simp only [deviation, Matrix.sub_mul, Matrix.mul_sub, Matrix.smul_mul, Matrix.mul_smul,
      Matrix.one_mul, Matrix.mul_one, Matrix.trace_sub, Matrix.trace_smul, Matrix.trace_one,
      smul_eq_mul]
    ring
  rw [mixedEnergy, fllEnergy, amfEnergy, hdev, Matrix.trace_sub, hT]
  ring
```

Partial filling makes $K$ positive.

```lean
omit [DecidableEq ι] in
/-- For a partially filled shell `D b (1 - b)` is positive. -/
theorem capacity_pos [Nonempty ι] {n : Matrix ι ι ℝ} (h0 : 0 < meanOcc n)
    (h1 : meanOcc n < 1) : 0 < (Fintype.card ι : ℝ) * meanOcc n * (1 - meanOcc n) := by
  have hD : (0 : ℝ) < Fintype.card ι := Nat.cast_pos.mpr Fintype.card_pos
  exact mul_pos (mul_pos hD h0) (sub_pos.mpr h1)
```

To obtain $1-V/K=F/K$, the proof evaluates the affine form at $U=2$, $J=0$, $a=1$, where the prefactor is one and the equation reads $F=K-V$.

```lean
/-- For a partially filled shell, one minus the mixing parameter is `Tr(n - n²) / (D b (1 - b))`. -/
theorem one_sub_mixing [Nonempty ι] {n : Matrix ι ι ℝ} (h0 : 0 < meanOcc n)
    (h1 : meanOcc n < 1) :
    1 - mixing n = (n - n * n).trace / (Fintype.card ι * meanOcc n * (1 - meanOcc n)) := by
  have hK := capacity_pos h0 h1
  -- the affine form at full FLL weight
  have h := mixedEnergy_affine 2 0 1 n
  simp only [mixedEnergy, fllEnergy] at h
  have h' : (n - n * n).trace = Fintype.card ι * meanOcc n * (1 - meanOcc n)
      - (deviation n * deviation n).trace := by linarith
  rw [h', sub_div, div_self hK.ne', mixing]
```

The next lemma is the matrix identity. Each summand has the form $B^{T}AB$ with $A$ positive semidefinite, and `noncomm_ring` checks the algebra.

```lean
/-- If `n` and `1 - n` are positive semidefinite, so is `n - n²`. -/
theorem fluctuation_posSemidef {n : Matrix ι ι ℝ} (hn : n.PosSemidef)
    (hn' : (1 - n).PosSemidef) : (n - n * n).PosSemidef := by
  have h1 := hn'.conjTranspose_mul_mul_same n
  have h2 := hn.conjTranspose_mul_mul_same (1 - n)
  rw [hn.isHermitian.eq] at h1
  rw [hn'.isHermitian.eq] at h2
  have h : n - n * n = n * (1 - n) * n + (1 - n) * n * (1 - n) := by noncomm_ring
  rw [h]
  exact h1.add h2
```

The main theorem states that the mixed energy is zero if and only if `a = mixing n`, and that this value lies in $[0,1]$. `PosSemidef` includes symmetry, and `U ≠ J` is weaker than $U>J$. The first part solves the affine equation; the other two use $V\ge0$ and $F\ge0$.

```lean
/-- For a partially filled shell with `n` and `1 - n` positive semidefinite and `U ≠ J`, the
interpolated correction vanishes at exactly one weight, `Tr((n - b)²) / (D b (1 - b))`, and
this weight lies between 0 and 1. -/
theorem mixing_unique_and_bounded [Nonempty ι] {U J : ℝ} (hUJ : U ≠ J) {n : Matrix ι ι ℝ}
    (hn : n.PosSemidef) (hn' : (1 - n).PosSemidef)
    (h0 : 0 < meanOcc n) (h1 : meanOcc n < 1) :
    (∀ a : ℝ, mixedEnergy U J a n = 0 ↔ a = mixing n) ∧ 0 ≤ mixing n ∧ mixing n ≤ 1 := by
  have hK := capacity_pos h0 h1
  refine ⟨fun a => ?_, ?_, ?_⟩
  · have hU : (U - J) / 2 ≠ 0 := div_ne_zero (sub_ne_zero.mpr hUJ) two_ne_zero
    rw [mixedEnergy_affine, mixing, eq_div_iff hK.ne', mul_eq_zero, or_iff_right hU,
      sub_eq_zero]
  · -- the deviation is symmetric, so its square has nonnegative trace
    have hd : (deviation n)ᴴ = deviation n := by
      rw [deviation, Matrix.conjTranspose_sub, Matrix.conjTranspose_smul,
        Matrix.conjTranspose_one, hn.isHermitian.eq, star_trivial]
    have h := (Matrix.posSemidef_conjTranspose_mul_self (deviation n)).trace_nonneg
    rw [hd] at h
    exact div_nonneg h hK.le
  · have h := div_nonneg (fluctuation_posSemidef hn hn').trace_nonneg hK.le
    rw [← one_sub_mixing h0 h1] at h
    linarith
```

The theorem bears on the contribution of one spin channel to the DFT+U total energy, in the one-parameter form where only $U-J$ enters, and for a given occupation matrix. If both spin channels share one weight and at least one of them is partially filled, their summed correction vanishes at $(V_\uparrow+V_\downarrow)/(K_\uparrow+K_\downarrow)$ instead. It concerns the energy and not the orbital potential: if $a$ is held fixed while $n$ varies, the derivative of the correction is generally nonzero.

## Uniform and idempotent shells

The lower endpoint needs only symmetry and partial filling, since a real matrix $A$ with $\mathrm{Tr}(A^{T}A)=0$ is zero.

```lean
/-- For a partially filled shell with symmetric `n`, the mixing parameter is 0 exactly when
the occupation matrix is the scalar matrix `b`. -/
theorem mixing_eq_zero_iff [Nonempty ι] {n : Matrix ι ι ℝ} (hn : n.IsHermitian)
    (h0 : 0 < meanOcc n) (h1 : meanOcc n < 1) :
    mixing n = 0 ↔ n = meanOcc n • (1 : Matrix ι ι ℝ) := by
  have hK := capacity_pos h0 h1
  have hd : (deviation n)ᴴ = deviation n := by
    rw [deviation, Matrix.conjTranspose_sub, Matrix.conjTranspose_smul,
      Matrix.conjTranspose_one, hn.eq, star_trivial]
  have h := Matrix.trace_conjTranspose_mul_self_eq_zero_iff (A := deviation n)
  rw [hd] at h
  rw [mixing, div_eq_zero_iff, or_iff_left hK.ne', h, deviation, sub_eq_zero]
```

The upper endpoint applies the zero-trace criterion to $n-n^2$.

```lean
/-- For a partially filled shell with `n` and `1 - n` positive semidefinite, the mixing
parameter is 1 exactly when the occupation matrix is idempotent. -/
theorem mixing_eq_one_iff [Nonempty ι] {n : Matrix ι ι ℝ} (hn : n.PosSemidef)
    (hn' : (1 - n).PosSemidef) (h0 : 0 < meanOcc n) (h1 : meanOcc n < 1) :
    mixing n = 1 ↔ n * n = n := by
  have hK := capacity_pos h0 h1
  rw [eq_comm, ← sub_eq_zero, one_sub_mixing h0 h1, div_eq_zero_iff, or_iff_left hK.ne',
    (fluctuation_posSemidef hn hn').trace_eq_zero_iff, sub_eq_zero, eq_comm]
```

The last theorem confirms the two-orbital value by computing the mean and the deviation explicitly.

```lean
/-- Two orbitals with occupations 1 and 1/2 have mixing parameter 1/3. -/
theorem mixing_two_orbitals : mixing !![(1 : ℝ), 0; 0, 1 / 2] = 1 / 3 := by
  have hb : meanOcc !![(1 : ℝ), 0; 0, 1 / 2] = 3 / 4 := by
    norm_num [meanOcc, Matrix.trace_fin_two]
  have hd : deviation !![(1 : ℝ), 0; 0, 1 / 2] = !![1 / 4, 0; 0, -1 / 4] := by
    rw [deviation, hb]
    ext i j
    fin_cases i <;> fin_cases j <;> norm_num
  rw [mixing, hd, hb]
  norm_num [Matrix.trace_fin_two]

end

end DoubleCountingInterpolation
```

```lean
#print axioms DoubleCountingInterpolation.mixing_unique_and_bounded
#print axioms DoubleCountingInterpolation.mixing_eq_zero_iff
#print axioms DoubleCountingInterpolation.mixing_eq_one_iff
#print axioms DoubleCountingInterpolation.mixing_two_orbitals
```

```
'DoubleCountingInterpolation.mixing_unique_and_bounded' depends on axioms: [propext, Classical.choice, Quot.sound]
'DoubleCountingInterpolation.mixing_eq_zero_iff' depends on axioms: [propext, Classical.choice, Quot.sound]
'DoubleCountingInterpolation.mixing_eq_one_iff' depends on axioms: [propext, Classical.choice, Quot.sound]
'DoubleCountingInterpolation.mixing_two_orbitals' depends on axioms: [propext, Classical.choice, Quot.sound]
```
